# For canonical MPS tensors, the VUMPS gauge mismatch grows at most linearly with block length

A variational uniform matrix product state (VUMPS) calculation describes an infinite chain by a left-canonical tensor, a right-canonical tensor and a centre matrix $C$ on the bond between them. At convergence $C$ can be moved past a site while one tensor is exchanged for the other. Before convergence the two tensors have been extracted separately, and each such move generally leaves a residual. How large can the error become when $C$ is moved through a block of $n$ sites?

## Tensors, strings and the two errors

Write $L_s$ and $R_s$ for the matrices usually called $A_L^s$ and $A_R^s$, with $s$ in a finite set `σ` of physical states. They act on finite bond spaces indexed by `p` and `q`, so $C$ may be rectangular.

```lean
import Mathlib

open Matrix Topology

namespace MPSGaugeMismatch

noncomputable section

variable {σ p q : Type*} [Fintype σ] [Fintype p] [DecidableEq p] [Fintype q] [DecidableEq q]
```

The squared norm $\|M\|^2$ is the sum of the squared moduli of the entries of $M$.

```lean
/-- The squared Frobenius norm of a complex matrix. -/
def frobSq {p q : Type*} [Fintype p] [Fintype q] (M : Matrix p q ℂ) : ℝ :=
  ∑ i, ∑ j, ‖M i j‖ ^ 2
```

With $\dagger$ for the conjugate transpose, left-canonical means $\sum_s L_s^\dagger L_s=1$: the tensor is an isometry from a bond into a site and the next bond.

```lean
/-- Left-canonical site tensors: the sum of `(L s)ᴴ * L s` over the physical index is `1`. -/
def LeftCanonical (L : σ → Matrix p p ℂ) : Prop := ∑ s, (L s)ᴴ * L s = 1
```

Right-canonical is the mirror condition $\sum_s R_sR_s^\dagger=1$. Both conditions are assumed to hold exactly, whereas a numerical run meets them up to rounding.

```lean
/-- Right-canonical site tensors: the sum of `R s * (R s)ᴴ` over the physical index is `1`. -/
def RightCanonical (R : σ → Matrix p p ℂ) : Prop := ∑ s, R s * (R s)ᴴ = 1
```

A string $w=(w_0,\dots,w_{n-1})$ gives the ordered products $L_w=L_{w_0}\cdots L_{w_{n-1}}$ and $R_w$, defined likewise. The empty product is the identity.

```lean
/-- The ordered matrix product `A (w 0) * A (w 1) * ...` along a string of physical indices. -/
def stringProd {σ : Type*} (A : σ → Matrix p p ℂ) {n : ℕ} (w : Fin n → σ) : Matrix p p ℂ :=
  (List.ofFn fun i => A (w i)).prod
```

The one-site error is $\varepsilon^2=\sum_s\|L_sC-CR_s\|^2$.

```lean
/-- The squared one-site gauge error `ε²`, the sum of `‖L s * C - C * R s‖²` over `s`. -/
def gaugeDefect (L : σ → Matrix p p ℂ) (R : σ → Matrix q q ℂ) (C : Matrix p q ℂ) : ℝ :=
  ∑ s, frobSq (L s * C - C * R s)
```

The error over the block is $E_n=\sum_w\|L_wC-CR_w\|^2$. The Lean names `gaugeDefect` and `mismatch` denote these squares; the mismatch of the title is $\sqrt{E_n}$.

```lean
/-- The squared error made by pulling `C` through `n` sites, summed over all strings. -/
def mismatch (L : σ → Matrix p p ℂ) (R : σ → Matrix q q ℂ) (C : Matrix p q ℂ) (n : ℕ) : ℝ :=
  ∑ w : Fin n → σ, frobSq (stringProd L w * C - C * stringProd R w)
```

$E_n$ is the squared distance between two block vectors whose end bonds are left open. For canonical tensors both vectors have norm $\|C\|$. The distance depends on their relative phase, so it can be nonzero even when they describe the same physical state. Carrying it over to the infinite chain would also mean attaching the surrounding tensors in the thermodynamic limit, which isn't treated here.

## (a) The norm as a trace

**Task.** Express the squared norm through a matrix product:
$$\|M\|^2=\operatorname{Re}\operatorname{tr}(M^\dagger M).$$

**Solution.** The trace is $\sum_j\sum_i\overline{M_{ij}}M_{ij}=\sum_{i,j}|M_{ij}|^2$. It is already real; `.re` only turns Lean's complex trace into a real number. The proof expands the trace, swaps the two sums and compares entries.

```lean
/-- The squared Frobenius norm is the real part of the trace of `Mᴴ * M`. -/
theorem frobSq_eq_trace {p q : Type*} [Fintype p] [Fintype q] (M : Matrix p q ℂ) :
    frobSq M = (Mᴴ * M).trace.re := by
  simp only [frobSq, Matrix.trace, Matrix.diag_apply, Matrix.mul_apply,
    Matrix.conjTranspose_apply, Complex.re_sum]
  rw [Finset.sum_comm]
  refine Finset.sum_congr rfl fun j _ => Finset.sum_congr rfl fun i _ => ?_
  rw [Complex.sq_norm, Complex.normSq_apply]
  simp [Complex.mul_re]
```

## (b) A triangle inequality with a weight

**Task.** For matrices $A,B$ of equal shape and any real $t>0$, show
$$\|A+B\|^2\le(1+t)\|A\|^2+(1+t^{-1})\|B\|^2.$$

**Solution.** Take one entry and let $x,y\ge0$ be the moduli from $A$ and $B$. The entry of the sum has squared modulus at most $(x+y)^2$, and
$$(1+t)x^2+(1+t^{-1})y^2-(x+y)^2=t^{-1}(tx-y)^2\ge0.$$
Summing over entries finishes the argument. In Lean, `h1` is the ordinary triangle inequality, `h2` the identity and `h3` its sign.

```lean
/-- A weighted triangle inequality for the squared Frobenius norm, for any weight `t > 0`. -/
theorem frobSq_add_le {p q : Type*} [Fintype p] [Fintype q] (A B : Matrix p q ℂ)
    {t : ℝ} (ht : 0 < t) :
    frobSq (A + B) ≤ (1 + t) * frobSq A + (1 + t⁻¹) * frobSq B := by
  simp only [frobSq, Finset.mul_sum, ← Finset.sum_add_distrib]
  refine Finset.sum_le_sum fun i _ => Finset.sum_le_sum fun j _ => ?_
  have h1 : ‖(A + B) i j‖ ^ 2 ≤ (‖A i j‖ + ‖B i j‖) ^ 2 :=
    pow_le_pow_left₀ (norm_nonneg _) (norm_add_le _ _) 2
  -- the slack is a perfect square
  have h2 : (1 + t) * ‖A i j‖ ^ 2 + (1 + t⁻¹) * ‖B i j‖ ^ 2 - (‖A i j‖ + ‖B i j‖) ^ 2
      = t⁻¹ * (t * ‖A i j‖ - ‖B i j‖) ^ 2 := by
    field_simp
    ring
  have h3 : 0 ≤ t⁻¹ * (t * ‖A i j‖ - ‖B i j‖) ^ 2 := by positivity
  linarith
```

## (c) One left-canonical site

**Task.** Show that a left-canonical site preserves the total squared norm:
$$\sum_s\|L_sM\|^2=\|M\|^2.$$

**Solution.** The canonical condition gives
$$\sum_s(L_sM)^\dagger(L_sM)=M^\dagger\Big(\sum_sL_s^\dagger L_s\Big)M=M^\dagger M.$$
Take traces and use (a). The `calc` block is this line.

```lean
omit [DecidableEq q] in
/-- Multiplying by left-canonical tensors from the left preserves the total squared norm. -/
theorem sum_frobSq_left {L : σ → Matrix p p ℂ} (hL : LeftCanonical L) (M : Matrix p q ℂ) :
    ∑ s, frobSq (L s * M) = frobSq M := by
  have hL' : ∑ s, (L s)ᴴ * L s = 1 := hL
  have h : ∑ s, (L s * M)ᴴ * (L s * M) = Mᴴ * M := by
    calc ∑ s, (L s * M)ᴴ * (L s * M) = Mᴴ * (∑ s, (L s)ᴴ * L s) * M := by
          simp only [Matrix.conjTranspose_mul, Matrix.mul_sum, Matrix.sum_mul, Matrix.mul_assoc]
      _ = Mᴴ * M := by rw [hL', Matrix.mul_one]
  simp only [frobSq_eq_trace]
  rw [← Complex.re_sum, ← Matrix.trace_sum, h]
```

## (d) Splitting off the first site

**Task.** For any real function $F$ of two matrices, show
$$\sum_{w'}F(L_{w'},R_{w'})=\sum_a\sum_wF(L_aL_w,R_aR_w),$$
where $w'$ has length $n+1$ and $w$ has length $n$.

**Solution.** Each $w'$ is a first letter $a$ followed by a unique $w$, and its products factor accordingly. `Fin.consEquiv` is this bijection, and `List.ofFn_succ` splits the product.

```lean
/-- A sum over strings of `n + 1` sites splits into the first site and the remaining `n`. -/
theorem sum_strings_succ (L : σ → Matrix p p ℂ) (R : σ → Matrix q q ℂ)
    (F : Matrix p p ℂ → Matrix q q ℂ → ℝ) (n : ℕ) :
    ∑ w : Fin (n + 1) → σ, F (stringProd L w) (stringProd R w)
      = ∑ a, ∑ w : Fin n → σ, F (L a * stringProd L w) (R a * stringProd R w) := by
  rw [← (Fin.consEquiv fun _ : Fin (n + 1) => σ).sum_comp, Fintype.sum_prod_type]
  refine Finset.sum_congr rfl fun a _ => Finset.sum_congr rfl fun w _ => ?_
  simp [stringProd, Fin.consEquiv, List.ofFn_succ]
```

## (e) Right-canonical strings

**Task.** Show for every length $n$ that
$$\sum_w\|MR_w\|^2=\|M\|^2.$$

**Solution.** The matrices $R_a^\dagger$ are left-canonical, and taking adjoints preserves the norm. By (c),
$$\sum_a\|XR_a\|^2=\sum_a\|R_a^\dagger X^\dagger\|^2=\|X\|^2$$
for every $X$, which is `site` in the code. The empty string is immediate. For one more site, (d) and the induction hypothesis for the matrix $MR_a$ give
$$\sum_a\sum_w\|MR_aR_w\|^2=\sum_a\|MR_a\|^2=\|M\|^2.$$
The induction therefore keeps $M$ general.

```lean
omit [DecidableEq p] in
/-- Multiplying by all right-canonical strings of length `n` from the right preserves the
total squared norm. -/
theorem sum_frobSq_right_strings {R : σ → Matrix q q ℂ} (hR : RightCanonical R) (n : ℕ)
    (M : Matrix p q ℂ) : ∑ w : Fin n → σ, frobSq (M * stringProd R w) = frobSq M := by
  have hct : ∀ X : Matrix p q ℂ, frobSq Xᴴ = frobSq X := by
    intro X
    unfold frobSq
    rw [Finset.sum_comm]
    simp
  have hR' : LeftCanonical (fun a => (R a)ᴴ) := by
    simpa [LeftCanonical, RightCanonical] using hR
  -- one site, by taking adjoints
  have site : ∀ X : Matrix p q ℂ, ∑ a, frobSq (X * R a) = frobSq X := by
    intro X
    have h := sum_frobSq_left hR' Xᴴ
    simpa only [← Matrix.conjTranspose_mul, hct] using h
  induction n generalizing M with
  | zero => simp [stringProd]
  | succ n ih =>
    refine (sum_strings_succ R R (fun _ Y => frobSq (M * Y)) n).trans ?_
    simp only [← Matrix.mul_assoc, ih, site]
```

## (f) Adding one site to the block

**Task.** For left-canonical $L$, right-canonical $R$ and $t>0$, show
$$E_{n+1}\le(1+t)E_n+(1+t^{-1})\varepsilon^2.$$

**Solution.** Add and subtract $L_aCR_w$:
$$L_aL_wC-CR_aR_w=L_a(L_wC-CR_w)+(L_aC-CR_a)R_w.$$
Apply (b) and sum over $a$ and $w$. In the first term, (c) removes $L_a$ and leaves $E_n$. In the second, (e) removes $R_w$ and leaves $\varepsilon^2$. The identity is `h` in the code, where `abel` cancels the added terms.

```lean
/-- Adding one site to a string: for left-canonical `L`, right-canonical `R` and any `t > 0`, the
new squared mismatch is at most `1 + t` times the old one plus `1 + t⁻¹` times the squared one-site
error. -/
theorem mismatch_succ_le {L : σ → Matrix p p ℂ} {R : σ → Matrix q q ℂ}
    (hL : LeftCanonical L) (hR : RightCanonical R) (C : Matrix p q ℂ) (n : ℕ)
    {t : ℝ} (ht : 0 < t) :
    mismatch L R C (n + 1) ≤ (1 + t) * mismatch L R C n + (1 + t⁻¹) * gaugeDefect L R C := by
  refine (sum_strings_succ L R (fun X Y => frobSq (X * C - C * Y)) n).trans_le ?_
  calc ∑ a, ∑ w : Fin n → σ,
        frobSq (L a * stringProd L w * C - C * (R a * stringProd R w))
      ≤ ∑ a, ∑ w : Fin n → σ,
        ((1 + t) * frobSq (L a * (stringProd L w * C - C * stringProd R w))
          + (1 + t⁻¹) * frobSq ((L a * C - C * R a) * stringProd R w)) := by
        refine Finset.sum_le_sum fun a _ => Finset.sum_le_sum fun w _ => ?_
        -- pull `C` through the old string first, then through the new site
        have h : L a * stringProd L w * C - C * (R a * stringProd R w)
            = L a * (stringProd L w * C - C * stringProd R w)
              + (L a * C - C * R a) * stringProd R w := by
          simp only [Matrix.mul_sub, Matrix.sub_mul, Matrix.mul_assoc]
          abel
        rw [h]
        exact frobSq_add_le _ _ ht
    _ = (1 + t) * mismatch L R C n + (1 + t⁻¹) * gaugeDefect L R C := by
        simp only [Finset.sum_add_distrib, ← Finset.mul_sum, sum_frobSq_right_strings hR]
        rw [Finset.sum_comm]
        simp only [sum_frobSq_left hL]
        rfl
```

## (g) The bound for a block

**Task.** Under the same canonical conditions, show for every $n$ that
$$E_n\le n^2\varepsilon^2.$$

**Solution.** For $n=0$ both sides vanish, and $E_1=\varepsilon^2$ by definition. For $n\ge1$, put $t=1/n$ in (f) and insert the bound for $n$:
$$E_{n+1}\le\Big(1+\frac1n\Big)n^2\varepsilon^2+(1+n)\varepsilon^2=(n+1)^2\varepsilon^2.$$
Lean treats the step from $0$ to $1$ separately because $1/n$ needs $n>0$; `gcongr` inserts the induction hypothesis.

Hence $\sqrt{E_n}\le n\varepsilon$. In a VUMPS calculation with exactly canonical tensors, this turns the one-site residual into an error bound for moving the centre through a finite block.

```lean
/-- For left-canonical `L` and right-canonical `R`, the squared gauge mismatch over `n` sites
is at most `n²` times the squared one-site error. -/
theorem mismatch_le {L : σ → Matrix p p ℂ} {R : σ → Matrix q q ℂ}
    (hL : LeftCanonical L) (hR : RightCanonical R) (C : Matrix p q ℂ) (n : ℕ) :
    mismatch L R C n ≤ (n : ℝ) ^ 2 * gaugeDefect L R C := by
  induction n with
  | zero => simp [mismatch, stringProd, frobSq]
  | succ n ih =>
    rcases Nat.eq_zero_or_pos n with rfl | hn
    · refine (sum_strings_succ L R (fun X Y => frobSq (X * C - C * Y)) 0).trans_le ?_
      simp [stringProd, gaugeDefect]
    · have hn' : (0 : ℝ) < n := by exact_mod_cast hn
      -- the optimal weight is `1 / n`
      have h := mismatch_succ_le hL hR C n (inv_pos.mpr hn')
      calc mismatch L R C (n + 1)
          ≤ (1 + (n : ℝ)⁻¹) * mismatch L R C n + (1 + (n : ℝ)⁻¹⁻¹) * gaugeDefect L R C := h
        _ ≤ (1 + (n : ℝ)⁻¹) * ((n : ℝ) ^ 2 * gaugeDefect L R C)
            + (1 + (n : ℝ)⁻¹⁻¹) * gaugeDefect L R C := by gcongr
        _ = ((n + 1 : ℕ) : ℝ) ^ 2 * gaugeDefect L R C := by
            rw [inv_inv]
            push_cast
            field_simp
            ring
```

## (h) A ceiling for long blocks

**Task.** Under the same conditions, find a bound independent of length:
$$E_n\le4\|C\|^2.$$

**Solution.** By (b) with $t=1$, each term is at most $2\|L_wC\|^2+2\|CR_w\|^2$. Summed over strings, each of the two squared norms gives $\|C\|^2$, by repeated use of (c) and by (e). The first sum is `left` in the code.

For normalised $C$, with $\|C\|=1$, this says $\sqrt{E_n}\le2$, so the linear bound is the stronger one only while $n\varepsilon<2$.

```lean
/-- For left-canonical `L` and right-canonical `R`, the squared mismatch never exceeds
`4 ‖C‖²`, whatever the length of the string. -/
theorem mismatch_le_saturation {L : σ → Matrix p p ℂ} {R : σ → Matrix q q ℂ}
    (hL : LeftCanonical L) (hR : RightCanonical R) (C : Matrix p q ℂ) (n : ℕ) :
    mismatch L R C n ≤ 4 * frobSq C := by
  have left : ∀ k : ℕ, ∑ w : Fin k → σ, frobSq (stringProd L w * C) = frobSq C := by
    intro k
    induction k with
    | zero => simp [stringProd]
    | succ k ih =>
      refine (sum_strings_succ L L (fun X _ => frobSq (X * C)) k).trans ?_
      rw [Finset.sum_comm]
      simp only [Matrix.mul_assoc, sum_frobSq_left hL, ih]
  have hneg : ∀ X : Matrix p q ℂ, frobSq (-X) = frobSq X := by
    intro X
    simp [frobSq]
  calc mismatch L R C n
      ≤ ∑ w : Fin n → σ, ((1 + 1) * frobSq (stringProd L w * C)
          + (1 + (1 : ℝ)⁻¹) * frobSq (C * stringProd R w)) := by
        refine Finset.sum_le_sum fun w _ => ?_
        rw [sub_eq_add_neg, ← hneg (C * stringProd R w)]
        exact frobSq_add_le _ _ one_pos
    _ = 4 * frobSq C := by
        rw [Finset.sum_add_distrib, ← Finset.mul_sum, ← Finset.mul_sum, left,
          sum_frobSq_right_strings hR]
        norm_num
        ring
```

## (i) The factor cannot be lowered

**Task.** Given $n$ and any real $\kappa<n^2$, find canonical tensors and a $C$ with
$$\varepsilon^2>0,\qquad E_n>\kappa\,\varepsilon^2.$$

**Solution.** Take one physical state, bond dimension one, $L=z=e^{i\theta}$, $R=1$ and $C=1$. Then
$$E_n=|z^n-1|^2=\Big|\sum_{k=0}^{n-1}z^k\Big|^2\varepsilon^2,\qquad\varepsilon^2=|z-1|^2.$$
As $\theta\to0$ the geometric sum tends to $n$, so a small $\theta$ makes its squared modulus exceed $\kappa$. Taking $0<\theta<\pi$ ensures $z\ne1$. The tensors differ only by a phase per site, which the mismatch counts as an error.

In Lean, continuity supplies `h1`, the interval for $\theta$ is `h2`, and `geom_sum_mul` is the factorisation.

```lean
/-- The factor `n²` is optimal: for every `κ < n²` there are canonical tensors of bond
dimension one with nonzero one-site error whose squared mismatch exceeds `κ ε²`. -/
theorem mismatch_sharp (n : ℕ) {κ : ℝ} (hκ : κ < (n : ℝ) ^ 2) :
    ∃ L R : Unit → Matrix (Fin 1) (Fin 1) ℂ, LeftCanonical L ∧ RightCanonical R ∧
      0 < gaugeDefect L R 1 ∧ κ * gaugeDefect L R 1 < mismatch L R 1 n := by
  -- a small phase `z = exp (iθ)` has a geometric sum close to `n`
  have hc : Continuous fun θ : ℝ =>
      ‖∑ k ∈ Finset.range n, Complex.exp (θ * Complex.I) ^ k‖ ^ 2 := by fun_prop
  have h1 : ∀ᶠ θ : ℝ in 𝓝 0,
      κ < ‖∑ k ∈ Finset.range n, Complex.exp (θ * Complex.I) ^ k‖ ^ 2 :=
    hc.continuousAt.eventually (lt_mem_nhds (by simpa using hκ))
  have h2 : ∀ᶠ θ : ℝ in 𝓝[>] 0, θ ∈ Set.Ioo 0 Real.pi := Ioo_mem_nhdsGT Real.pi_pos
  obtain ⟨θ, hθ, hpos⟩ := ((h1.filter_mono nhdsWithin_le_nhds).and h2).exists
  have hn : ‖Complex.exp (θ * Complex.I)‖ = 1 := Complex.norm_exp_ofReal_mul_I θ
  have hne : Complex.exp (θ * Complex.I) ≠ 1 := by
    intro h
    have him := congrArg Complex.im h
    rw [Complex.exp_ofReal_mul_I_im, Complex.one_im] at him
    exact (Real.sin_pos_of_pos_of_lt_pi hpos.1 hpos.2).ne' him
  generalize Complex.exp (θ * Complex.I) = z at hθ hn hne
  have hz : star z * z = 1 := by
    rw [mul_comm, Complex.star_def, Complex.mul_conj, Complex.normSq_eq_norm_sq, hn]
    norm_num
  have hd : gaugeDefect (fun _ : Unit => z • (1 : Matrix (Fin 1) (Fin 1) ℂ))
      (fun _ => (1 : Matrix (Fin 1) (Fin 1) ℂ)) 1 = ‖z - 1‖ ^ 2 := by
    simp [gaugeDefect, frobSq]
  have hm : mismatch (fun _ : Unit => z • (1 : Matrix (Fin 1) (Fin 1) ℂ))
      (fun _ => (1 : Matrix (Fin 1) (Fin 1) ℂ)) 1 n = ‖z ^ n - 1‖ ^ 2 := by
    simp [mismatch, stringProd, frobSq, List.ofFn_const, List.prod_replicate, smul_pow]
  have hp : 0 < ‖z - 1‖ ^ 2 := pow_pos (norm_pos_iff.mpr (sub_ne_zero.mpr hne)) 2
  refine ⟨fun _ => z • 1, fun _ => 1, ?_, ?_, ?_, ?_⟩
  · change ∑ _s : Unit, (z • (1 : Matrix (Fin 1) (Fin 1) ℂ))ᴴ * (z • 1) = 1
    rw [Fintype.sum_unique, Matrix.conjTranspose_smul, Matrix.conjTranspose_one,
      Matrix.smul_mul, Matrix.one_mul, smul_smul, hz, one_smul]
  · simp [RightCanonical]
  · rw [hd]
    exact hp
  · rw [hd, hm, ← geom_sum_mul, norm_mul, mul_pow]
    exact mul_lt_mul_of_pos_right hθ hp
```

## (j) GHZ tensors with a bit flip

**Task.** Let $P_0,P_1$ be the diagonal projectors on a two-dimensional bond, which are the GHZ site tensors, and let $X$ be the bit flip. Show that the projectors are left- and right-canonical and that $L=R=P$, $C=X$ gives
$$\varepsilon^2=4.$$

**Solution.** Since $P_s^\dagger P_s=P_sP_s^\dagger=P_s$ and $P_0+P_1=1$, both conditions hold. Moreover
$$P_0X-XP_0=\begin{pmatrix}0&1\\-1&0\end{pmatrix}=-(P_1X-XP_1),$$
so each site state contributes $2$. Here $\|X\|^2=2$; the normalised centre $X/\sqrt2$ has $\varepsilon^2=2$.

```lean
/-- The site tensors of the GHZ state: the two diagonal projectors on a two-dimensional bond. -/
def ghz : Fin 2 → Matrix (Fin 2) (Fin 2) ℂ := ![!![1, 0; 0, 0], !![0, 0; 0, 1]]
```

The proof checks the canonical conditions entry by entry and evaluates the error exactly.

```lean
/-- The GHZ tensors are both left- and right-canonical, and with the bit flip as `C` their
squared one-site gauge error is `4`. -/
theorem ghz_witness : LeftCanonical ghz ∧ RightCanonical ghz ∧
    gaugeDefect ghz ghz !![0, 1; 1, 0] = 4 := by
  refine ⟨?_, ?_, ?_⟩
  · unfold LeftCanonical
    ext i j
    fin_cases i <;> fin_cases j <;>
      simp [ghz, Fin.sum_univ_two, Matrix.mul_apply, Matrix.conjTranspose_apply]
  · unfold RightCanonical
    ext i j
    -- expand into entries before inserting the explicit matrices
    simp only [Fin.sum_univ_two, Matrix.add_apply, Matrix.mul_apply, Matrix.conjTranspose_apply]
    fin_cases i <;> fin_cases j <;> simp [ghz]
  · norm_num [gaugeDefect, frobSq, ghz, Fin.sum_univ_two, Matrix.mul_apply]

end

end MPSGaugeMismatch
```

```lean
#print axioms MPSGaugeMismatch.mismatch_le
#print axioms MPSGaugeMismatch.mismatch_le_saturation
#print axioms MPSGaugeMismatch.mismatch_sharp
```

```
'MPSGaugeMismatch.mismatch_le' depends on axioms: [propext, Classical.choice, Quot.sound]
'MPSGaugeMismatch.mismatch_le_saturation' depends on axioms: [propext, Classical.choice, Quot.sound]
'MPSGaugeMismatch.mismatch_sharp' depends on axioms: [propext, Classical.choice, Quot.sound]
```
